# With a scalar commutant, the particle-hole operator squares to 1 or −1

Write $\bar A$ for the entrywise complex conjugate of a matrix $A$. A unitary $2\times2$ matrix $U$ with $U\bar\sigma_zU^\dagger=-\sigma_z$ anticommutes with $\sigma_z$, so it is off-diagonal:

$$U=\begin{pmatrix}0&a\\ b&0\end{pmatrix},\quad |a|=|b|=1,\qquad U\bar U=\begin{pmatrix}a\bar b&0\\0&\bar ab\end{pmatrix}.$$

The phase $a\bar b$ is still free. If $U$ must also reverse $\sigma_x$, then $a\bar b=-1$ and $U\bar U=-1$. The second Hamiltonian leaves only scalars commuting with the whole set, and this fixes the square.

```lean
import Mathlib

open Matrix

namespace ParticleHoleSquare

noncomputable section
```

## Particle-hole operators and scalar commutants

Let $K$ be complex conjugation of vectors. The antiunitary operator $UK$ sends $H$ to $U\bar HU^\dagger$, and its square is the matrix $U\bar U$. In Lean, `conjM A` is $\bar A$.

```lean
/-- Entrywise complex conjugation of a matrix. -/
def conjM {n : ℕ} (A : Matrix (Fin n) (Fin n) ℂ) : Matrix (Fin n) (Fin n) ℂ :=
  A.map (starRingEnd ℂ)
```

Let $S$ be a set of complex $n\times n$ matrices. The particle-hole condition says that $U$ is unitary and $U\bar HU^\dagger=-H$ for every $H\in S$. The existence of such a $U$ is assumed; one source of it is the doubling of particle and hole components in a Bogoliubov–de Gennes Hamiltonian. Hermiticity of $H$ is not required.

```lean
/-- The matrix `U` is unitary, and complex conjugation followed by conjugation with `U` reverses the
sign of every Hamiltonian in the set `S`. -/
def IsParticleHole {n : ℕ} (S : Set (Matrix (Fin n) (Fin n) ℂ))
    (U : Matrix (Fin n) (Fin n) ℂ) : Prop :=
  U ∈ Matrix.unitaryGroup (Fin n) ℂ ∧ ∀ H ∈ S, U * conjM H * Uᴴ = -H
```

The second hypothesis is that only multiples of the identity commute with all of $S$. For Hermitian matrices this means that no symmetry splits the space into blocks common to all of $S$. For $n\ge2$ a single matrix never satisfies it, so $S$ stands for a family of Hamiltonians.

```lean
/-- Only multiples of the identity commute with every matrix in `S`. -/
def HasScalarCommutant {n : ℕ} (S : Set (Matrix (Fin n) (Fin n) ℂ)) : Prop :=
  ∀ A : Matrix (Fin n) (Fin n) ℂ, (∀ H ∈ S, A * H = H * A) → ∃ c : ℂ, A = c • 1
```

The examples use the Pauli matrices,

```lean
/-- The Pauli matrix σ_x. -/
def pauliX : Matrix (Fin 2) (Fin 2) ℂ := !![0, 1; 1, 0]

/-- The Pauli matrix σ_y. -/
def pauliY : Matrix (Fin 2) (Fin 2) ℂ := !![0, -Complex.I; Complex.I, 0]

/-- The Pauli matrix σ_z. -/
def pauliZ : Matrix (Fin 2) (Fin 2) ℂ := !![1, 0; 0, -1]
```

and two Hermitian, purely imaginary hopping matrices on sites 0, 1 and 2. The first couples sites 0 and 1.

```lean
/-- Imaginary hopping between the first and second of three sites. -/
def hopA : Matrix (Fin 3) (Fin 3) ℂ := !![0, -Complex.I, 0; Complex.I, 0, 0; 0, 0, 0]
```

The second couples sites 1 and 2.

```lean
/-- Imaginary hopping between the second and third of three sites. -/
def hopB : Matrix (Fin 3) (Fin 3) ℂ := !![0, 0, 0; 0, 0, -Complex.I; 0, Complex.I, 0]
```

## The square commutes with every Hamiltonian

Conjugation respects products: $\overline{AB}=\bar A\bar B$.

```lean
variable {n : ℕ} {S : Set (Matrix (Fin n) (Fin n) ℂ)} {U V H : Matrix (Fin n) (Fin n) ℂ}

/-- Complex conjugation respects matrix products. -/
theorem conjM_mul (A B : Matrix (Fin n) (Fin n) ℂ) :
    conjM (A * B) = conjM A * conjM B :=
  Matrix.map_mul
```

Multiplying $U\bar HU^\dagger=-H$ by $U$ on the right and using $U^\dagger U=1$ gives $U\bar H=-HU$.

```lean
/-- Moving a Hamiltonian through the particle-hole unitary conjugates it and flips its sign. -/
theorem intertwine (hU : IsParticleHole S U) (hH : H ∈ S) :
    U * conjM H = -(H * U) := by
  have h1 : Uᴴ * U = 1 := Matrix.mem_unitaryGroup_iff'.mp hU.1
  calc U * conjM H = U * conjM H * Uᴴ * U := by rw [mul_assoc _ Uᴴ, h1, mul_one]
    _ = -(H * U) := by rw [hU.2 H hH, neg_mul]
```

The complex conjugate of this relation is $\bar UH=-\bar H\bar U$. Using both,

$$U\bar UH=-U\bar H\bar U=HU\bar U.$$

The two signs cancel. In the proof, `h` is the relation and `h2` its conjugate.

```lean
/-- The squared particle-hole operator commutes with every Hamiltonian in the set. -/
theorem square_commutes (hU : IsParticleHole S U) (hH : H ∈ S) :
    U * conjM U * H = H * (U * conjM U) := by
  have h := intertwine hU hH
  have hc : conjM (conjM H) = H := by ext i j; simp [conjM]
  have hn : ∀ A : Matrix (Fin n) (Fin n) ℂ, conjM (-A) = -conjM A := by
    intro A; ext i j; simp [conjM]
  -- the complex conjugate of the intertwining relation
  have h2 := congrArg conjM h
  rw [conjM_mul, hc, hn, conjM_mul] at h2
  calc U * conjM U * H = U * (conjM U * H) := mul_assoc _ _ _
    _ = -(U * conjM H * conjM U) := by rw [h2, mul_neg, mul_assoc]
    _ = H * (U * conjM U) := by rw [h, neg_mul, neg_neg, mul_assoc]
```

## The sign and the parity of the dimension

By the scalar commutant, $U\bar U=c\,1$ for some complex $c$. Multiplying by $U^\dagger$ on the left gives $\bar U=cU^\dagger$ (`h3`), and transposing gives $U^\dagger=c\bar U$ (`h4`). Hence

$$1=UU^\dagger=c\,U\bar U=c^2\,1,$$

which is `h5`. For $n>0$ a diagonal entry yields $c^2=1$, so $c=\pm1$. For $n=0$ all matrices are equal and the claim is immediate.

If $U\bar U=-1$, determinants give $|\det U|^2=(-1)^n$. The left side is not negative, so $n$ is even.

The theorem states both parts: the square is $1$ or $-1$, and $-1$ implies `Even n`. It covers finite matrices of every size, including $n=0$.

```lean
/-- For a set of Hamiltonians with scalar commutant, the particle-hole operator squares
to `1` or to `-1`, and the value `-1` requires an even dimension. -/
theorem particleHole_square (hS : HasScalarCommutant S) (hU : IsParticleHole S U) :
    (U * conjM U = 1 ∨ U * conjM U = -1) ∧ (U * conjM U = -1 → Even n) := by
  constructor
  · obtain ⟨c, hc⟩ := hS _ (fun H hH => square_commutes hU hH)
    have h1 : Uᴴ * U = 1 := Matrix.mem_unitaryGroup_iff'.mp hU.1
    have h2 : U * Uᴴ = 1 := Matrix.mem_unitaryGroup_iff.mp hU.1
    have h3 : conjM U = c • Uᴴ := by
      calc conjM U = Uᴴ * (U * conjM U) := by rw [← mul_assoc, h1, one_mul]
        _ = c • Uᴴ := by rw [hc, Matrix.mul_smul, mul_one]
    -- transposing gives the same relation with the two matrices exchanged
    have h4 : Uᴴ = c • conjM U := by
      ext i j
      have h := congrFun (congrFun h3 j) i
      simpa [conjM, Matrix.conjTranspose_apply] using h
    have h5 : (1 : Matrix (Fin n) (Fin n) ℂ) = (c * c) • 1 := by
      calc (1 : Matrix (Fin n) (Fin n) ℂ) = U * Uᴴ := h2.symm
        _ = U * (c • conjM U) := by rw [← h4]
        _ = (c * c) • 1 := by rw [Matrix.mul_smul, hc, smul_smul]
    rcases Nat.eq_zero_or_pos n with h0 | hn
    · subst h0
      left
      ext i
      exact i.elim0
    · have h6 := congrFun (congrFun h5 ⟨0, hn⟩) ⟨0, hn⟩
      simp only [Matrix.smul_apply, Matrix.one_apply_eq, smul_eq_mul, mul_one] at h6
      rcases mul_self_eq_one_iff.mp h6.symm with h | h
      · left; rw [hc, h, one_smul]
      · right; rw [hc, h, neg_smul, one_smul]
  · intro h
    -- the determinant of the square is |det U|², which cannot be negative
    have hdet : (conjM U).det = starRingEnd ℂ U.det :=
      (RingHom.map_det (starRingEnd ℂ) U).symm
    have hd := congrArg Matrix.det h
    rw [Matrix.det_mul, hdet, Complex.mul_conj, Matrix.det_neg, Matrix.det_one, mul_one,
      Fintype.card_fin] at hd
    by_contra hne
    rw [Nat.not_even_iff_odd] at hne
    rw [hne.neg_one_pow] at hd
    have h6 : Complex.normSq U.det = -1 := by exact_mod_cast hd
    linarith [Complex.normSq_nonneg U.det]
```

In a Bogoliubov–de Gennes model, unitary symmetries such as spin rotation are first removed by passing to a block with scalar commutant. If the block has a particle-hole operator and no time-reversal symmetry, the sign distinguishes symmetry class D ($+1$) from class C ($-1$). The full doubled matrix does not show this difference: there the operator that exchanges particle and hole components always squares to $+1$.

## The sign belongs to the set

Let $U$ and $V$ both satisfy the particle-hole condition for $S$. From $\bar HU^\dagger=-U^\dagger H$ and $V\bar H=-HV$,

$$VU^\dagger H=-V\bar HU^\dagger=HVU^\dagger.$$

So $VU^\dagger=c\,1$ and $V=cU$. Unitarity gives $1=VV^\dagger=|c|^2\,1$, hence $|c|=1$ for $n>0$; for $n=0$ the proof takes $c=1$.

```lean
/-- Two particle-hole unitaries of the same set with scalar commutant differ by a phase. -/
theorem unique_up_to_phase (hS : HasScalarCommutant S) (hU : IsParticleHole S U)
    (hV : IsParticleHole S V) : ∃ c : ℂ, ‖c‖ = 1 ∧ V = c • U := by
  rcases Nat.eq_zero_or_pos n with h0 | hn
  · subst h0
    exact ⟨1, norm_one, by ext i; exact i.elim0⟩
  have h1 : Uᴴ * U = 1 := Matrix.mem_unitaryGroup_iff'.mp hU.1
  have h2 : U * Uᴴ = 1 := Matrix.mem_unitaryGroup_iff.mp hU.1
  have h3 : V * Vᴴ = 1 := Matrix.mem_unitaryGroup_iff.mp hV.1
  -- the two sign reversals cancel in V Uᴴ
  obtain ⟨c, hc⟩ := hS (V * Uᴴ) (by
    intro H hH
    have hu : conjM H * Uᴴ = -(Uᴴ * H) := by
      calc conjM H * Uᴴ = Uᴴ * (U * conjM H * Uᴴ) := by
            rw [mul_assoc U, ← mul_assoc Uᴴ, h1, one_mul]
        _ = -(Uᴴ * H) := by rw [hU.2 H hH, mul_neg]
    calc V * Uᴴ * H = -(V * -(Uᴴ * H)) := by rw [mul_neg, neg_neg, mul_assoc]
      _ = -(V * conjM H * Uᴴ) := by rw [← hu, mul_assoc]
      _ = H * (V * Uᴴ) := by rw [intertwine hV hH, neg_mul, neg_neg, mul_assoc])
  have hVU : V = c • U := by
    calc V = V * Uᴴ * U := by rw [mul_assoc, h1, mul_one]
      _ = c • U := by rw [hc, Matrix.smul_mul, one_mul]
  have h5 : (1 : Matrix (Fin n) (Fin n) ℂ) = (c * star c) • 1 := by
    calc (1 : Matrix (Fin n) (Fin n) ℂ) = V * Vᴴ := h3.symm
      _ = (c * star c) • (U * Uᴴ) := by
          rw [hVU, Matrix.conjTranspose_smul, Matrix.smul_mul, Matrix.mul_smul, smul_smul]
      _ = (c * star c) • 1 := by rw [h2]
  have h6 := congrFun (congrFun h5 ⟨0, hn⟩) ⟨0, hn⟩
  simp only [Matrix.smul_apply, Matrix.one_apply_eq, smul_eq_mul, mul_one] at h6
  have h7 : c * starRingEnd ℂ c = 1 := h6.symm
  rw [Complex.mul_conj, Complex.normSq_eq_norm_sq] at h7
  have h8 : ‖c‖ ^ 2 = 1 := by exact_mod_cast h7
  exact ⟨c, (pow_eq_one_iff_of_nonneg (norm_nonneg c) two_ne_zero).mp h8, hVU⟩
```

The phase drops out of the square: $V\bar V=c\bar c\,U\bar U=U\bar U$.

```lean
/-- All particle-hole operators of a set with scalar commutant have the same square. -/
theorem square_unique (hS : HasScalarCommutant S) (hU : IsParticleHole S U)
    (hV : IsParticleHole S V) : V * conjM V = U * conjM U := by
  obtain ⟨c, hc, hVU⟩ := unique_up_to_phase hS hU hV
  have h : conjM (c • U) = starRingEnd ℂ c • conjM U := by ext i j; simp [conjM]
  rw [hVU, h, Matrix.smul_mul, Matrix.mul_smul, smul_smul, Complex.mul_conj,
    Complex.normSq_eq_norm_sq, hc]
  simp
```

## Both signs occur, and one Hamiltonian is not enough

If $A$ commutes with $\sigma_z$, its off-diagonal entries vanish; if also with $\sigma_x$, then $A_{00}=A_{11}$. So the Pauli matrices have scalar commutant. The matrix $U=i\sigma_y$ reverses all three, and $U\bar U=-1$. Lean checks these identities entry by entry.

```lean
/-- The three Pauli matrices have scalar commutant, and iσ_y gives them a particle-hole
operator with square `-1`. -/
theorem pauli_witness :
    HasScalarCommutant {pauliX, pauliY, pauliZ} ∧
    IsParticleHole {pauliX, pauliY, pauliZ} !![0, 1; -1, 0] ∧
    (!![0, 1; -1, 0] : Matrix (Fin 2) (Fin 2) ℂ) * conjM !![0, 1; -1, 0] = -1 := by
  refine ⟨?_, ⟨Matrix.mem_unitaryGroup_iff.mpr ?_, ?_⟩, ?_⟩
  · intro A hA
    have hx := hA pauliX (by simp)
    have hz := hA pauliZ (by simp)
    have h01 : -A 0 1 = A 0 1 := by
      simpa [pauliZ, Matrix.mul_apply, Fin.sum_univ_two] using congrFun (congrFun hz 0) 1
    have h10 : A 1 0 = -A 1 0 := by
      simpa [pauliZ, Matrix.mul_apply, Fin.sum_univ_two] using congrFun (congrFun hz 1) 0
    have hd : A 0 0 = A 1 1 := by
      simpa [pauliX, Matrix.mul_apply, Fin.sum_univ_two] using congrFun (congrFun hx 0) 1
    have h01' : A 0 1 = 0 := by linear_combination (-1 / 2 : ℂ) * h01
    have h10' : A 1 0 = 0 := by linear_combination (1 / 2 : ℂ) * h10
    refine ⟨A 0 0, ?_⟩
    ext i j
    fin_cases i <;> fin_cases j <;> simp [h01', h10', hd]
  · ext i j
    fin_cases i <;> fin_cases j <;> simp [Matrix.mul_apply, Fin.sum_univ_two, Matrix.star_apply]
  · rintro H (rfl | rfl | rfl) <;> ext i j <;>
      simp only [conjM, Matrix.mul_apply, Fin.sum_univ_two, Matrix.map_apply,
        Matrix.conjTranspose_apply] <;>
      fin_cases i <;> fin_cases j <;> simp [pauliX, pauliY, pauliZ]
  · ext i j
    fin_cases i <;> fin_cases j <;> simp [conjM, Matrix.mul_apply, Fin.sum_univ_two]
```

For the hopping matrices, commutation removes the off-diagonal entries of $A$ and gives $A_{00}=A_{11}=A_{22}$. Both matrices are imaginary, so conjugation alone reverses them: $U=1$, with square $1$.

```lean
/-- Two imaginary hopping matrices on three sites have scalar commutant, and complex
conjugation alone is a particle-hole operator for them, with square `1`. -/
theorem hopping_witness :
    HasScalarCommutant {hopA, hopB} ∧ IsParticleHole {hopA, hopB} 1 ∧
    (1 : Matrix (Fin 3) (Fin 3) ℂ) * conjM 1 = 1 := by
  refine ⟨?_, ⟨one_mem _, ?_⟩, ?_⟩
  · intro A hA
    have ha := hA hopA (by simp)
    have hb := hA hopB (by simp)
    have h12 : A 1 2 = 0 := by
      simpa [hopA, Matrix.mul_apply, Fin.sum_univ_three] using congrFun (congrFun ha 0) 2
    have h02 : A 0 2 = 0 := by
      simpa [hopA, Matrix.mul_apply, Fin.sum_univ_three] using congrFun (congrFun ha 1) 2
    have h21 : A 2 1 = 0 := by
      simpa [hopA, Matrix.mul_apply, Fin.sum_univ_three] using congrFun (congrFun ha 2) 0
    have h20 : A 2 0 = 0 := by
      simpa [hopA, Matrix.mul_apply, Fin.sum_univ_three] using congrFun (congrFun ha 2) 1
    have h01 : A 0 1 = 0 := by
      simpa [hopB, Matrix.mul_apply, Fin.sum_univ_three] using congrFun (congrFun hb 0) 2
    have h10 : A 1 0 = 0 := by
      simpa [hopB, Matrix.mul_apply, Fin.sum_univ_three] using congrFun (congrFun hb 2) 0
    have e1 := congrFun (congrFun ha 0) 1
    have e2 := congrFun (congrFun hb 1) 2
    simp [hopA, Matrix.mul_apply, Fin.sum_univ_three] at e1
    simp [hopB, Matrix.mul_apply, Fin.sum_univ_three] at e2
    have d1 : A 0 0 = A 1 1 := mul_left_cancel₀ Complex.I_ne_zero
      (by linear_combination e1)
    have d2 : A 1 1 = A 2 2 := mul_left_cancel₀ Complex.I_ne_zero
      (by linear_combination e2)
    refine ⟨A 0 0, ?_⟩
    ext i j
    fin_cases i <;> fin_cases j <;> simp [h12, h02, h21, h20, h01, h10, d1, d2]
  · rintro H (rfl | rfl) <;> rw [Matrix.conjTranspose_one, one_mul, mul_one] <;> ext i j <;>
      fin_cases i <;> fin_cases j <;> simp [conjM, hopA, hopB]
  · simp [conjM]
```

For $\sigma_z$ alone, take $a=1$ and $b=i$ in the opening matrix. Then $U\bar U=\mathrm{diag}(-i,i)$, which is neither $1$ nor $-1$; the first diagonal entry settles both inequalities.

```lean
/-- For the single Hamiltonian σ_z there is a particle-hole operator whose square is
neither `1` nor `-1`. -/
theorem single_hamiltonian_counterexample :
    IsParticleHole {pauliZ} !![0, 1; Complex.I, 0] ∧
    !![0, 1; Complex.I, 0] * conjM !![0, 1; Complex.I, 0] ≠ 1 ∧
    !![0, 1; Complex.I, 0] * conjM !![0, 1; Complex.I, 0] ≠ -1 := by
  refine ⟨⟨Matrix.mem_unitaryGroup_iff.mpr ?_, ?_⟩, ?_, ?_⟩
  · ext i j
    fin_cases i <;> fin_cases j <;> simp [Matrix.mul_apply, Fin.sum_univ_two, Matrix.star_apply]
  · rintro H rfl
    ext i j
    simp only [conjM, Matrix.mul_apply, Fin.sum_univ_two, Matrix.map_apply,
      Matrix.conjTranspose_apply]
    fin_cases i <;> fin_cases j <;> simp [pauliZ]
  · intro h
    have h0 := congrFun (congrFun h 0) 0
    simp [conjM, Matrix.mul_apply, Fin.sum_univ_two, Complex.ext_iff] at h0
  · intro h
    have h0 := congrFun (congrFun h 0) 0
    simp [conjM, Matrix.mul_apply, Fin.sum_univ_two, Complex.ext_iff] at h0

end

end ParticleHoleSquare
```

```lean
#print axioms ParticleHoleSquare.particleHole_square
#print axioms ParticleHoleSquare.square_unique
#print axioms ParticleHoleSquare.single_hamiltonian_counterexample
```

```
'ParticleHoleSquare.particleHole_square' depends on axioms: [propext, Classical.choice, Quot.sound]
'ParticleHoleSquare.square_unique' depends on axioms: [propext, Classical.choice, Quot.sound]
'ParticleHoleSquare.single_hamiltonian_counterexample' depends on axioms: [propext, Classical.choice, Quot.sound]
```
